# Mode counting in a layered harmonic crystal: quadratic above the interlayer frequency, between two cubic bounds below it

## Two layers, two discs

Take two identical layers with periodic boundary conditions across them. Neighbouring layers move either in phase or in antiphase. Let \(q\) be the in-plane wavevector, \(c>0\) the in-plane sound speed and \(w>0\) the frequency of the antiphase motion at \(q=0\). The squared frequencies are

\[
c^2|q|^2 \quad\text{(in phase)},\qquad c^2|q|^2+w^2\quad\text{(antiphase)}.
\]

Now count the wavevectors with frequency at most \(o\ge 0\). The in-phase modes fill a disc of area \(\pi o^2/c^2\). The antiphase modes fill a disc of area \(\pi(o^2-w^2)/c^2\) if \(o\ge w\), and there are none if \(o<w\). Above \(w\) both discs are present and their average area is \(\pi(o^2-w^2/2)/c^2\). Below \(w\) one disc is missing.

With many layers the phase becomes continuous, and below \(w\) the range of phases that still have a disc shrinks with \(o\). This adds one power of \(o\) to the count at low frequency.

## The many-layer model

Let \(x\in[0,\pi/2]\) be half the phase difference between neighbouring layers. Nearest-neighbour springs between layers give the squared frequency

\[
c^2|q|^2+w^2\sin^2 x .
\]

The constant \(c\) stands for the stiffness within a layer, and \(w\) for the coupling between layers: it is the highest frequency reached at \(q=0\). Let \(A(x)\) be the area of in-plane wavevectors with frequency at most \(o\), and define

\[
N(o)=\int_0^{\pi/2}A(x)\,dx,\qquad
I(o)=\int_0^{\pi/2}\max(o^2-w^2\sin^2x,\,0)\,dx .
\]

Up to normalisation, the derivative of such a count is the phonon density of states that enters the harmonic free energy and heat capacity, here for a single branch whose squared frequency is quadratic in \(|q|\), with no in-plane zone boundary.

## What is proved, and how Lean states it

The main theorem, `layered_mode_counting`, says that for \(c,w>0\):

- if \(o\ge w\), then \(c^2N(o)=\pi\cdot\frac{\pi}{2}\left(o^2-\frac{w^2}{2}\right)\);
- if \(0\le o\le w\), then \(\pi\,\frac{2o^3}{3w}\le c^2N(o)\le \pi\,\frac{\pi o^3}{3w}\).

The second item confines the count between two cubic laws; it does not say that \(N\) is itself proportional to \(o^3\).

Two further theorems complete the picture. By `two_dim_formula_lt`, the quadratic formula is strictly too small for \(0\le o<w\), so among non-negative frequencies it is correct exactly from \(w\) upwards. By `modeVolume_sub`, for \(o_1,o_2\ge w\),

\[
c^2\,[N(o_2)-N(o_1)]=\frac{\pi^2}{2}(o_2^2-o_1^2),
\]

so the constant offset disappears from differences.

In the file, `freqSq` is the squared frequency, `layerArea` is \(A(x)\), `modeVolume` is \(N(o)\) and `countingIntegral` is \(I(o)\). The wavevector is a complex number, so `‖q‖` is its Euclidean length and `volume` is ordinary area. The function `volume.real` returns that area as a real number and gives 0 for a set of infinite area; for \(c>0\) all the areas here are finite, so that convention is never used.

The normalisation is that of an area integrated over \(x\). Multiplying \(N\) by \(2/\pi\) gives the average over the interlayer phase. The dispersion relation is assumed, not derived from a force-constant model, and \(q\) ranges over the whole plane. For a real crystal the formulas can therefore apply only well below the in-plane zone-boundary frequencies.

## From discs to the two counting laws

**The area at fixed phase.** The condition \(c^2|q|^2+w^2\sin^2x\le o^2\) reads \(c^2|q|^2\le o^2-w^2\sin^2x\). If the right side is non-negative, this is a disc (a point when it is zero) of area \(\pi(o^2-w^2\sin^2x)/c^2\). If it is negative, the set is empty. In both cases

\[
c^2A(x)=\pi\max(o^2-w^2\sin^2x,\,0),
\]

and integration gives \(c^2N(o)=\pi I(o)\).

**At or above \(w\).** Since \(w^2\sin^2x\le w^2\le o^2\), the maximum has no effect. With \(\int_0^{\pi/2}\sin^2x\,dx=\pi/4\),

\[
I(o)=\frac{\pi}{2}o^2-\frac{\pi}{4}w^2=\frac{\pi}{2}\left(o^2-\frac{w^2}{2}\right).
\]

**A clipped parabola.** Let \(v>0\) and \(0\le o/v\le\pi/2\). Then

\[
\int_0^{\pi/2}\max(o^2-v^2x^2,0)\,dx=\int_0^{o/v}(o^2-v^2x^2)\,dx=\frac{o^3}{v}-\frac{o^3}{3v}=\frac{2o^3}{3v}.
\]

**At or below \(w\).** On \([0,\pi/2]\) we have \(2x/\pi\le\sin x\le x\), hence

\[
\max(o^2-w^2x^2,0)\le\max(o^2-w^2\sin^2x,0)\le\max\!\left(o^2-\left(\tfrac{2w}{\pi}\right)^2x^2,0\right).
\]

The parabolas have \(v=w\) and \(v=2w/\pi\). Their zeros, \(o/w\) and \(\pi o/(2w)\), both lie in \([0,\pi/2]\) because \(o\le w\). Integrating gives

\[
\frac{2o^3}{3w}\le I(o)\le\frac{\pi o^3}{3w}.
\]

The lower bound is the count for the long-wavelength dispersion \(c^2|q|^2+w^2x^2\), whose modes fill half an ellipsoid.

**Strictness below \(w\).** The clipped integrand is never smaller than the unclipped one. At \(x=\pi/2\) the unclipped one equals \(o^2-w^2<0\), while the clipped one is 0. Both are continuous, so their integrals differ strictly.

## Numbers at half the interlayer frequency

Set \(c=w=1\) and \(o=1/2\). The integrand vanishes beyond \(x=\pi/6\), so

\[
I=\int_0^{\pi/6}\left(\tfrac14-\sin^2x\right)dx=\frac{\sqrt3}{8}-\frac{\pi}{24}\approx0.0856 .
\]

The bounds are \(1/12\approx0.0833\) and \(\pi/24\approx0.1309\). The quadratic formula would give \(-\pi/8\), a negative number of modes.

## A closer upper bound at low frequency

The same comparison gives more if the chord under the sine ends where the integrand vanishes. For \(0<o\le w\) put \(x_0=\arcsin(o/w)\). Concavity gives \(\sin x\ge (o/w)\,x/x_0\) on \([0,x_0]\), so the parabola with \(v=o/x_0\) lies above the integrand and

\[
I(o)\le\tfrac23\,o^2\arcsin(o/w).
\]

Together with the lower bound this shows that \(I(o)\) approaches \(2o^3/(3w)\) in ratio as \(o/w\to0\). This refinement is argued here only in prose and does not appear in the file.

## The Lean file

```lean
import Mathlib

open Real MeasureTheory

namespace LayeredModeCounting

noncomputable section

/-- Squared frequency of a layered crystal with in-plane sound speed `c` and interlayer
frequency `w`, at in-plane wavevector `q` and half interlayer phase `x`. -/
def freqSq (c w : ℝ) (q : ℂ) (x : ℝ) : ℝ := c ^ 2 * ‖q‖ ^ 2 + w ^ 2 * sin x ^ 2

/-- Area, as a real number (0 if the area is infinite), of the in-plane wavevectors whose squared
frequency is at most `o ^ 2`, at fixed half interlayer phase `x`. -/
def layerArea (c w o x : ℝ) : ℝ := volume.real {q : ℂ | freqSq c w q x ≤ o ^ 2}

/-- Mode volume up to frequency `o ≥ 0`: `layerArea` integrated over the half interlayer phase from
`0` to `π / 2`. -/
def modeVolume (c w o : ℝ) : ℝ := ∫ x in (0 : ℝ)..(π / 2), layerArea c w o x

/-- The counting integral `I(o)` of `max (o² - w² sin² x) 0` over `[0, π / 2]`. -/
def countingIntegral (w o : ℝ) : ℝ :=
  ∫ x in (0 : ℝ)..(π / 2), max (o ^ 2 - w ^ 2 * sin x ^ 2) 0

/-- For positive sound speed, `c²` times the in-plane area at fixed interlayer phase is `π`
times the positive part of `o² - w² sin² x`. -/
theorem layerArea_eq {c : ℝ} (hc : 0 < c) (w o x : ℝ) :
    c ^ 2 * layerArea c w o x = π * max (o ^ 2 - w ^ 2 * sin x ^ 2) 0 := by
  unfold layerArea
  by_cases h : 0 ≤ o ^ 2 - w ^ 2 * sin x ^ 2
  · -- the allowed wavevectors fill a disc
    obtain ⟨r, hr0, hr2⟩ : ∃ r : ℝ, 0 ≤ r ∧ r ^ 2 = o ^ 2 - w ^ 2 * sin x ^ 2 :=
      ⟨Real.sqrt _, Real.sqrt_nonneg _, Real.sq_sqrt h⟩
    have hset : {q : ℂ | freqSq c w q x ≤ o ^ 2} = Metric.closedBall 0 (r / c) := by
      ext q
      have hq : 0 ≤ ‖q‖ * c := by positivity
      rw [Set.mem_ofPred_eq, mem_closedBall_zero_iff, le_div_iff₀ hc,
        ← pow_le_pow_iff_left₀ hq hr0 two_ne_zero, hr2, mul_pow, freqSq]
      constructor <;> intro h' <;> linarith
    have hR : 0 ≤ r / c := by positivity
    rw [hset, max_eq_left h, ← hr2]
    simp only [measureReal_def, Complex.volume_closedBall, ENNReal.toReal_mul,
      ENNReal.toReal_pow, ENNReal.toReal_ofReal hR, ENNReal.coe_toReal, NNReal.coe_real_pi]
    field_simp
  · -- no wavevector is allowed
    have hset : {q : ℂ | freqSq c w q x ≤ o ^ 2} = ∅ := by
      apply Set.eq_empty_of_forall_notMem
      intro q hq
      rw [Set.mem_ofPred_eq, freqSq] at hq
      have : 0 ≤ c ^ 2 * ‖q‖ ^ 2 := by positivity
      exact h (by linarith)
    rw [hset, max_eq_right (not_le.mp h).le]
    simp

/-- For positive sound speed, `c²` times the mode volume is `π` times the counting integral. -/
theorem modeVolume_eq {c : ℝ} (hc : 0 < c) (w o : ℝ) :
    c ^ 2 * modeVolume c w o = π * countingIntegral w o := by
  unfold modeVolume countingIntegral
  rw [← intervalIntegral.integral_const_mul, ← intervalIntegral.integral_const_mul]
  exact intervalIntegral.integral_congr (fun x _ => layerArea_eq hc w o x)

/-- Without the cutoff at zero, the integral of `o² - w² sin² x` over `[0, π / 2]` is
`(π / 2) (o² - w² / 2)`. -/
theorem integral_without_cutoff (w o : ℝ) :
    ∫ x in (0 : ℝ)..(π / 2), (o ^ 2 - w ^ 2 * sin x ^ 2) = π / 2 * (o ^ 2 - w ^ 2 / 2) := by
  rw [intervalIntegral.integral_sub (Continuous.intervalIntegrable (by fun_prop) _ _)
    (Continuous.intervalIntegrable (by fun_prop) _ _), intervalIntegral.integral_const,
    intervalIntegral.integral_const_mul, integral_sin_sq, sin_zero, cos_pi_div_two, smul_eq_mul]
  ring

/-- The parabola `o² - v² x²`, cut off at zero, integrates to `2 o³ / (3 v)` over
`[0, π / 2]` when `v > 0` and its zero `o / v` lies in that range. -/
theorem integral_parabola {v o : ℝ} (hv : 0 < v) (ho : 0 ≤ o) (hov : o ≤ π / 2 * v) :
    ∫ x in (0 : ℝ)..(π / 2), max (o ^ 2 - v ^ 2 * x ^ 2) 0 = 2 * o ^ 3 / (3 * v) := by
  have hcont : Continuous fun x : ℝ => max (o ^ 2 - v ^ 2 * x ^ 2) 0 :=
    Continuous.max (by fun_prop) continuous_const
  have h0 : 0 ≤ o / v := by positivity
  have h1 : o / v ≤ π / 2 := (div_le_iff₀ hv).mpr hov
  -- below the zero the cutoff is inactive
  have hA : ∫ x in (0 : ℝ)..(o / v), max (o ^ 2 - v ^ 2 * x ^ 2) 0
      = ∫ x in (0 : ℝ)..(o / v), (o ^ 2 - v ^ 2 * x ^ 2) := by
    apply intervalIntegral.integral_congr
    intro x hx
    rw [Set.uIcc_of_le h0] at hx
    have h := pow_le_pow_left₀ (mul_nonneg hx.1 hv.le) ((le_div_iff₀ hv).mp hx.2) 2
    exact max_eq_left (by nlinarith)
  -- above the zero nothing is left
  have hB : ∫ x in (o / v)..(π / 2), max (o ^ 2 - v ^ 2 * x ^ 2) 0
      = ∫ _x in (o / v)..(π / 2), (0 : ℝ) := by
    apply intervalIntegral.integral_congr
    intro x hx
    rw [Set.uIcc_of_le h1] at hx
    have h := pow_le_pow_left₀ ho ((div_le_iff₀ hv).mp hx.1) 2
    exact max_eq_right (by nlinarith)
  rw [← intervalIntegral.integral_add_adjacent_intervals
    (hcont.intervalIntegrable 0 (o / v)) (hcont.intervalIntegrable (o / v) (π / 2)), hA, hB,
    intervalIntegral.integral_zero,
    intervalIntegral.integral_sub (Continuous.intervalIntegrable (by fun_prop) _ _)
    (Continuous.intervalIntegrable (by fun_prop) _ _), intervalIntegral.integral_const,
    intervalIntegral.integral_const_mul, integral_pow, smul_eq_mul]
  push_cast
  field_simp
  ring

/-- At or above the interlayer frequency `w ≥ 0`, the counting integral is
`(π / 2) (o² - w² / 2)`. -/
theorem countingIntegral_above {w o : ℝ} (hw : 0 ≤ w) (h : w ≤ o) :
    countingIntegral w o = π / 2 * (o ^ 2 - w ^ 2 / 2) := by
  rw [← integral_without_cutoff]
  apply intervalIntegral.integral_congr
  intro x _
  have h1 := pow_le_pow_left₀ hw h 2
  have h2 := mul_le_mul_of_nonneg_left (sin_sq_le_one x) (sq_nonneg w)
  exact max_eq_left (by linarith)

/-- For `0 ≤ o ≤ w` with `w > 0`, the counting integral lies between `2 o³ / (3 w)` and
`π o³ / (3 w)`. -/
theorem countingIntegral_below {w o : ℝ} (hw : 0 < w) (ho : 0 ≤ o) (h : o ≤ w) :
    2 * o ^ 3 / (3 * w) ≤ countingIntegral w o ∧
      countingIntegral w o ≤ π * o ^ 3 / (3 * w) := by
  have hpi := pi_pos
  have hs : Continuous fun x : ℝ => max (o ^ 2 - w ^ 2 * sin x ^ 2) 0 :=
    Continuous.max (by fun_prop) continuous_const
  have hp (v : ℝ) : Continuous fun x : ℝ => max (o ^ 2 - v ^ 2 * x ^ 2) 0 :=
    Continuous.max (by fun_prop) continuous_const
  constructor
  · -- compare with the parabola from `sin x ≤ x`
    rw [← integral_parabola hw ho (by nlinarith [pi_gt_three])]
    apply intervalIntegral.integral_mono_on (by positivity)
      ((hp w).intervalIntegrable _ _) (hs.intervalIntegrable _ _)
    intro x hx
    have h1 := pow_le_pow_left₀ (sin_nonneg_of_nonneg_of_le_pi hx.1 (by linarith [hx.2]))
      (sin_le hx.1) 2
    have h2 := mul_le_mul_of_nonneg_left h1 (sq_nonneg w)
    exact max_le_max (by linarith) le_rfl
  · -- compare with the parabola from `2 x / π ≤ sin x`
    have hv : 0 < 2 / π * w := by positivity
    have hvw : π / 2 * (2 / π * w) = w := by field_simp
    have he : π * o ^ 3 / (3 * w) = 2 * o ^ 3 / (3 * (2 / π * w)) := by field_simp
    rw [he, ← integral_parabola hv ho (by rw [hvw]; exact h)]
    apply intervalIntegral.integral_mono_on (by positivity)
      (hs.intervalIntegrable _ _) ((hp _).intervalIntegrable _ _)
    intro x hx
    have h1 := pow_le_pow_left₀ (mul_nonneg (by positivity) hx.1) (mul_le_sin hx.1 hx.2) 2
    have h2 := mul_le_mul_of_nonneg_left h1 (sq_nonneg w)
    exact max_le_max (by linarith) le_rfl

/-- Mode counting in a layered crystal with `c, w > 0`: the mode volume is quadratic in
frequency, with a constant offset, for `o ≥ w`, and lies between two cubic laws for
`0 ≤ o ≤ w`. -/
theorem layered_mode_counting {c w : ℝ} (hc : 0 < c) (hw : 0 < w) (o : ℝ) :
    (w ≤ o → c ^ 2 * modeVolume c w o = π * (π / 2 * (o ^ 2 - w ^ 2 / 2))) ∧
    (0 ≤ o → o ≤ w → π * (2 * o ^ 3 / (3 * w)) ≤ c ^ 2 * modeVolume c w o ∧
      c ^ 2 * modeVolume c w o ≤ π * (π * o ^ 3 / (3 * w))) := by
  rw [modeVolume_eq hc]
  refine ⟨fun h => by rw [countingIntegral_above hw.le h], fun ho h => ?_⟩
  obtain ⟨h1, h2⟩ := countingIntegral_below hw ho h
  exact ⟨mul_le_mul_of_nonneg_left h1 pi_pos.le, mul_le_mul_of_nonneg_left h2 pi_pos.le⟩

/-- For `0 ≤ o < w` the two-dimensional formula is strictly smaller than the counting
integral. -/
theorem two_dim_formula_lt {w o : ℝ} (ho : 0 ≤ o) (h : o < w) :
    π / 2 * (o ^ 2 - w ^ 2 / 2) < countingIntegral w o := by
  rw [← integral_without_cutoff]
  have hpi : 0 < π / 2 := by positivity
  apply intervalIntegral.integral_lt_integral_of_continuousOn_of_le_of_exists_lt hpi
  · exact Continuous.continuousOn (by fun_prop)
  · exact (Continuous.max (by fun_prop) continuous_const).continuousOn
  · exact fun x _ => le_max_left _ _
  · -- the cutoff acts at the zone boundary
    refine ⟨π / 2, ⟨hpi.le, le_rfl⟩, lt_max_of_lt_right ?_⟩
    rw [sin_pi_div_two]
    nlinarith

/-- For `c > 0` and `w ≥ 0`, the mode volume between two frequencies at or above `w` is
proportional to the difference of their squares. -/
theorem modeVolume_sub {c w o₁ o₂ : ℝ} (hc : 0 < c) (hw : 0 ≤ w) (h₁ : w ≤ o₁)
    (h₂ : w ≤ o₂) :
    c ^ 2 * (modeVolume c w o₂ - modeVolume c w o₁) = π ^ 2 / 2 * (o₂ ^ 2 - o₁ ^ 2) := by
  rw [mul_sub, modeVolume_eq hc, modeVolume_eq hc, countingIntegral_above hw h₁,
    countingIntegral_above hw h₂]
  ring

end

end LayeredModeCounting
```

```lean
#print axioms LayeredModeCounting.layered_mode_counting
#print axioms LayeredModeCounting.two_dim_formula_lt
#print axioms LayeredModeCounting.modeVolume_sub
```

```
'LayeredModeCounting.layered_mode_counting' depends on axioms: [propext, Classical.choice, Quot.sound]
'LayeredModeCounting.two_dim_formula_lt' depends on axioms: [propext, Classical.choice, Quot.sound]
'LayeredModeCounting.modeVolume_sub' depends on axioms: [propext, Classical.choice, Quot.sound]
```

## How the lemmas carry the argument

`layerArea_eq` splits on the sign of \(o^2-w^2\sin^2x\). In the non-negative case it takes a square root `r` of this quantity and shows that the allowed set is the closed ball of radius `r / c`; `Complex.volume_closedBall` then supplies the area. In the negative case the set is shown to be empty. `modeVolume_eq` applies this identity under the integral sign.

`integral_without_cutoff` evaluates the elementary integral. `countingIntegral_above` uses `sin_sq_le_one` to show that the integrand of \(I\) agrees with the unclipped one at every \(x\).

`integral_parabola` cuts the range at `o / v`. Its step `hA` removes the maximum to the left of the cut, and `hB` replaces the integrand by zero to the right.

`countingIntegral_below` rewrites each bound as the integral of a parabola and compares integrands with `intervalIntegral.integral_mono_on`. The inequality \(\sin x\le x\) enters as `sin_le`, and \(2x/\pi\le\sin x\) as `mul_le_sin`. In the upper bound, `hvw` turns the condition on the parabola's zero into exactly \(o\le w\).

`layered_mode_counting` multiplies these results by \(\pi\). For `two_dim_formula_lt`, the library lemma on strict comparison of integrals asks for continuity, an inequality throughout and one point where it is strict; the proof supplies \(x=\pi/2\). `modeVolume_sub` subtracts two instances of the formula above \(w\).
